# An oscillating potential that shifts the virtual level but not the occupied orbital in a two-function basis on three grid points

Two calculations in the same finite basis agree on the occupied orbital, its density and its energy. One reports a gap of 0.5 to the virtual level, the other a gap of 10. Neither contains a bug: their local potentials differ by an oscillation to which the occupied orbital does not respond in that basis. In that basis the density therefore determines neither the gap nor the local potential.

This happens already for one particle in two real basis functions on three grid points, where every potential of the family can be written down. The example bears on finite-basis optimised effective potentials (OEP), because an energy that depends on the potential only through the occupied orbital cannot select a member of this non-interacting, one-orbital family. No exchange energy is evaluated and no potential is optimised below.

```lean
import Mathlib

open Matrix

namespace FiniteBasisOEP

noncomputable section
```

## Two orbitals on three points

Number the grid points $x=0,1,2$ and the basis functions $i=0,1$, as Lean does. The functions are

$$\chi_0=\tfrac{1}{\sqrt3}(1,1,1),\qquad \chi_1=\tfrac{1}{\sqrt2}(1,0,-1).$$

```lean
/-- The two basis functions on the three-point grid: `(1,1,1)/√3` and `(1,0,-1)/√2`. -/
def chi : Fin 2 → Fin 3 → ℝ :=
  ![fun _ => (√3)⁻¹, ![(√2)⁻¹, 0, -(√2)⁻¹]]
```

A local potential $v$ multiplies an orbital point by point. In a real basis $B$ its matrix elements are

$$V_{ij}=\sum_x B_i(x)\,v(x)\,B_j(x),$$

where each grid point has weight one.

```lean
/-- The matrix of a local potential `v` in a real basis `B` on a grid. -/
def potMatrix {m n : ℕ} (B : Fin m → Fin n → ℝ) (v : Fin n → ℝ) :
    Matrix (Fin m) (Fin m) ℝ :=
  fun i j => ∑ x, B i x * v x * B j x
```

The potential of interest has one real parameter $t$:

$$w_t=t\,(1,-2,1).$$

```lean
/-- The oscillating potential `t (1,-2,1)`. -/
def osc (t : ℝ) : Fin 3 → ℝ := ![t, -2 * t, t]
```

The Hamiltonian before $v$ is added is postulated to be $\mathrm{diag}(e_1,e_2)$ in this basis. It stands for the kinetic energy together with whatever potential is already present, with $\chi_0$ and $\chi_1$ as its eigenfunctions; it is not derived from a kinetic operator on the grid. The energies keep their Lean names `e1` and `e2`, so $e_1$ belongs to $\chi_0$ and $e_2$ to $\chi_1$. With $v$ added,

$$H(v)=\begin{pmatrix}e_1&0\\0&e_2\end{pmatrix}+V.$$

```lean
/-- The Hamiltonian `diag(e1,e2)` with a local potential `v` added, in the basis `chi`. -/
def ham (e1 e2 : ℝ) (v : Fin 3 → ℝ) : Matrix (Fin 2) (Fin 2) ℝ :=
  !![e1, 0; 0, e2] + potMatrix chi v
```

An orbital $c_0\chi_0+c_1\chi_1$ with real coefficients has the energy expectation value $c^{\mathsf T}H(v)\,c$, provided that $c$ is normalised.

```lean
/-- The quadratic form `c ⬝ᵥ (H *ᵥ c)` of the Hamiltonian `H = ham e1 e2 v`; for normalised `c` it
is the energy expectation value of the orbital with coefficients `c`. -/
def energy (e1 e2 : ℝ) (v : Fin 3 → ℝ) (c : Fin 2 → ℝ) : ℝ :=
  c ⬝ᵥ (ham e1 e2 v *ᵥ c)
```

A ground state is a vector with $c_0^2+c_1^2=1$ whose energy is no higher than that of any other normalised vector. `IsGround` states this variationally, so the occupied orbital is found by minimisation and not by picking an eigenvector.

```lean
/-- The coefficients `c` are normalised and minimise the energy among normalised ones. -/
def IsGround (e1 e2 : ℝ) (v : Fin 3 → ℝ) (c : Fin 2 → ℝ) : Prop :=
  c ⬝ᵥ c = 1 ∧ ∀ d : Fin 2 → ℝ, d ⬝ᵥ d = 1 → energy e1 e2 v c ≤ energy e1 e2 v d
```

The density of one particle in this orbital is $\rho(x)=\big(c_0\chi_0(x)+c_1\chi_1(x)\big)^2$.

```lean
/-- The density on the grid of the orbital with coefficients `c`. -/
def density (c : Fin 2 → ℝ) (x : Fin 3) : ℝ := (∑ i, c i * chi i x) ^ 2
```

## The matrix of a local potential

Inserting the two functions gives, for any $v=(v_0,v_1,v_2)$,

$$V_{00}=\frac{v_0+v_1+v_2}{3},\qquad V_{01}=V_{10}=\frac{v_0-v_2}{\sqrt3\,\sqrt2},\qquad V_{11}=\frac{v_0+v_2}{2}.$$

The middle point drops out of $V_{01}$ and $V_{11}$ because $\chi_1$ vanishes there.

```lean
/-- The matrix of an arbitrary local potential in the two-function basis. -/
theorem potMatrix_chi (v : Fin 3 → ℝ) :
    potMatrix chi v = !![(v 0 + v 1 + v 2) / 3, (√3)⁻¹ * (√2)⁻¹ * (v 0 - v 2);
      (√3)⁻¹ * (√2)⁻¹ * (v 0 - v 2), (v 0 + v 2) / 2] := by
  have h3 : (√3)⁻¹ * (√3)⁻¹ = (1 / 3 : ℝ) := by
    rw [← mul_inv, Real.mul_self_sqrt (by norm_num)]; norm_num
  have h2 : (√2)⁻¹ * (√2)⁻¹ = (1 / 2 : ℝ) := by
    rw [← mul_inv, Real.mul_self_sqrt (by norm_num)]; norm_num
  have h00 : potMatrix chi v 0 0 = (v 0 + v 1 + v 2) / 3 := by
    simp only [potMatrix, Fin.sum_univ_three]
    change (√3)⁻¹ * v 0 * (√3)⁻¹ + (√3)⁻¹ * v 1 * (√3)⁻¹ + (√3)⁻¹ * v 2 * (√3)⁻¹ = _
    linear_combination (v 0 + v 1 + v 2) * h3
  have h01 : potMatrix chi v 0 1 = (√3)⁻¹ * (√2)⁻¹ * (v 0 - v 2) := by
    simp only [potMatrix, Fin.sum_univ_three]
    change (√3)⁻¹ * v 0 * (√2)⁻¹ + (√3)⁻¹ * v 1 * 0 + (√3)⁻¹ * v 2 * -(√2)⁻¹ = _
    ring
  have h10 : potMatrix chi v 1 0 = (√3)⁻¹ * (√2)⁻¹ * (v 0 - v 2) := by
    simp only [potMatrix, Fin.sum_univ_three]
    change (√2)⁻¹ * v 0 * (√3)⁻¹ + 0 * v 1 * (√3)⁻¹ + -(√2)⁻¹ * v 2 * (√3)⁻¹ = _
    ring
  have h11 : potMatrix chi v 1 1 = (v 0 + v 2) / 2 := by
    simp only [potMatrix, Fin.sum_univ_three]
    change (√2)⁻¹ * v 0 * (√2)⁻¹ + 0 * v 1 * 0 + -(√2)⁻¹ * v 2 * -(√2)⁻¹ = _
    linear_combination (v 0 + v 2) * h2
  ext i j
  fin_cases i <;> fin_cases j
  exacts [h00, h01, h10, h11]
```

The proof computes the four entries one at a time. The facts `h3` and `h2` replace the squared prefactors by $1/3$ and $1/2$, and `linear_combination` applies them to the written-out sums.

For $v=(1,1,1)$ the formula gives $V_{00}=V_{11}=1$ and $V_{01}=0$. Since the matrix of the unit potential is the overlap matrix, the basis is orthonormal.

```lean
/-- The two basis functions are orthonormal: the unit potential has the unit matrix. -/
theorem chi_orthonormal : potMatrix chi (fun _ => 1) = 1 := by
  rw [potMatrix_chi]
  ext i j
  fin_cases i <;> fin_cases j <;> norm_num [Matrix.one_apply]
```

For $w_t$ the sum $t-2t+t$ vanishes, the difference $t-t$ vanishes, and $(t+t)/2=t$. Hence

$$H(w_t)=\begin{pmatrix}e_1&0\\0&e_2+t\end{pmatrix}.$$

On the grid, $w_t\chi_0$ is not zero for $t\neq0$. It is proportional to $(1,-2,1)$, which is orthogonal to both basis functions, so the basis does not register it.

```lean
/-- With the oscillating potential added, the Hamiltonian is `diag(e1, e2 + t)`. -/
theorem ham_osc (e1 e2 t : ℝ) : ham e1 e2 (osc t) = !![e1, 0; 0, e2 + t] := by
  rw [ham, potMatrix_chi]
  ext i j
  fin_cases i <;> fin_cases j <;> simp [osc]
  all_goals ring
```

## The occupied orbital by minimisation

The diagonal matrix turns the energy into a weighted sum of two squares,

$$E(c)=e_1c_0^2+(e_2+t)\,c_1^2 .$$

```lean
lemma energy_osc (e1 e2 t : ℝ) (c : Fin 2 → ℝ) :
    energy e1 e2 (osc t) c = e1 * c 0 ^ 2 + (e2 + t) * c 1 ^ 2 := by
  rw [energy, ham_osc]
  simp [dotProduct, Matrix.mulVec, Fin.sum_univ_two]
  ring
```

The normalisation is written in the same variables, $c\cdot c=c_0^2+c_1^2$.

```lean
lemma norm_coeff (c : Fin 2 → ℝ) : c ⬝ᵥ c = c 0 ^ 2 + c 1 ^ 2 := by
  simp only [dotProduct, Fin.sum_univ_two]
  ring
```

Using $c_0^2=1-c_1^2$, the energy of a normalised vector is

$$E(c)=e_1+(e_2+t-e_1)\,c_1^2 .$$

If $t>e_1-e_2$, the bracket is positive. The minimum is then $e_1$, and it is reached exactly when $c_1=0$, which leaves $c_0=\pm1$.

```lean
/-- For `t > e1 - e2` the ground-state orbital is the first basis function, up to sign. -/
theorem isGround_iff {e1 e2 t : ℝ} (ht : e1 - e2 < t) (c : Fin 2 → ℝ) :
    IsGround e1 e2 (osc t) c ↔ c = ![1, 0] ∨ c = ![-1, 0] := by
  have gap : 0 < e2 + t - e1 := by linarith
  constructor
  · rintro ⟨hn, hmin⟩
    rw [norm_coeff] at hn
    -- compare with the first basis function
    have h : e1 * c 0 ^ 2 + (e2 + t) * c 1 ^ 2 ≤ e1 := by
      simpa [energy_osc] using hmin ![1, 0] (by simp)
    have h1 : c 1 = 0 := by
      by_contra hc
      have hp := mul_pos gap (pow_pos (abs_pos.mpr hc) 2)
      rw [sq_abs] at hp
      have he : e1 * (c 0 ^ 2 + c 1 ^ 2) = e1 := by rw [hn, mul_one]
      linarith
    have h0 : (c 0 - 1) * (c 0 + 1) = 0 := by
      rw [h1] at hn
      linear_combination hn
    rcases mul_eq_zero.mp h0 with h | h
    · have a : c 0 = 1 := by linarith
      left; ext i; fin_cases i <;> simp [a, h1]
    · have a : c 0 = -1 := by linarith
      right; ext i; fin_cases i <;> simp [a, h1]
  · intro hc
    have hE : energy e1 e2 (osc t) c = e1 := by
      rcases hc with rfl | rfl <;> simp [energy_osc]
    refine ⟨by rcases hc with rfl | rfl <;> simp, fun d hd => ?_⟩
    rw [norm_coeff] at hd
    rw [hE, energy_osc]
    have hp := mul_nonneg gap.le (sq_nonneg (d 1))
    have he : e1 * (d 0 ^ 2 + d 1 ^ 2) = e1 := by rw [hd, mul_one]
    linarith
```

In the forward direction, Lean compares a minimiser with the trial vector `![1, 0]`, whose energy is $e_1$. If $c_1$ were nonzero, the product of the positive `gap` and $c_1^2$ would contradict that comparison. The normalisation then factorises as $(c_0-1)(c_0+1)=0$, which gives the two signs. In the reverse direction, the same product is only known to be non-negative, and that is enough for minimality.

## The virtual level takes every value above $e_1$

The second basis function has coefficients $(0,1)$, and

$$H(w_t)\begin{pmatrix}0\\1\end{pmatrix}=(e_2+t)\begin{pmatrix}0\\1\end{pmatrix}.$$

It is therefore an eigenvector with eigenvalue $E$ exactly when $E=e_2+t$.

```lean
lemma virtual_level (e1 e2 t E : ℝ) :
    ham e1 e2 (osc t) *ᵥ ![0, 1] = E • ![0, 1] ↔ e2 + t = E := by
  rw [ham_osc]
  constructor
  · intro h
    simpa [Matrix.mulVec, dotProduct, Fin.sum_univ_two] using congrFun h 1
  · rintro rfl
    ext i
    fin_cases i <;> simp [Matrix.mulVec, dotProduct, Fin.sum_univ_two]
```

Now let $e_1<e_2$. Then $t=0$ also satisfies $t>e_1-e_2$, so the ground states with and without $w_t$ are the same two vectors, $\pm(1,0)$. Their density is $(\pm1/\sqrt3)^2=1/3$ at every point, and their energy is $e_1$ in both cases. For the virtual level, $t>e_1-e_2$ is equivalent to $e_2+t>e_1$, and any prescribed $E>e_1$ is obtained with $t=E-e_2$.

```lean
/-- Let `e1 < e2`. For every `t > e1 - e2` the oscillating potential leaves the ground-state
orbitals, their density `1/3` and their energy `e1` unchanged. As `t` runs over this range, the
eigenvalue of the second basis function takes exactly the values above `e1`. -/
theorem occupied_fixed_virtual_arbitrary {e1 e2 : ℝ} (h : e1 < e2) :
    (∀ t, e1 - e2 < t → ∀ c,
      (IsGround e1 e2 (osc t) c ↔ IsGround e1 e2 0 c) ∧
      (IsGround e1 e2 (osc t) c →
        (∀ x, density c x = 1 / 3) ∧ energy e1 e2 (osc t) c = e1 ∧ energy e1 e2 0 c = e1)) ∧
    ∀ E, e1 < E ↔ ∃ t, e1 - e2 < t ∧ ham e1 e2 (osc t) *ᵥ ![0, 1] = E • ![0, 1] := by
  have hz : (0 : Fin 3 → ℝ) = osc 0 := by
    ext i; fin_cases i <;> simp [osc]
  refine ⟨fun t ht c => ⟨?_, fun hc => ?_⟩, fun E => ⟨fun hE => ?_, ?_⟩⟩
  · rw [hz, isGround_iff ht, isGround_iff (by linarith)]
  · rw [hz]
    rcases (isGround_iff ht c).mp hc with rfl | rfl <;>
      exact ⟨fun x => by simp [density, chi, Fin.sum_univ_two],
        by simp [energy_osc], by simp [energy_osc]⟩
  · exact ⟨E - e2, by linarith, (virtual_level _ _ _ _).mpr (by ring)⟩
  · rintro ⟨t, ht, hv⟩
    have := (virtual_level _ _ _ _).mp hv
    linarith
```

The first half of the theorem holds for every allowed `t` and every coefficient vector `c`. It says that `c` is a ground state with the oscillating potential if and only if it is one with zero potential, and that its density and both energies then have the stated values. The second half is an equivalence: `E` lies above `e1` if and only if some allowed `t` makes it the eigenvalue of the second basis function. The proof rewrites the zero potential as `osc 0` and applies `isGround_iff` to both potentials; the second half follows from `virtual_level` and the choice `E - e2`.

## Which potentials go unnoticed

Suppose that an arbitrary $v$ leaves $\chi_0$ an eigenvector with eigenvalue $e_1$. The first column of $V$ must then vanish:

$$v_0+v_1+v_2=0,\qquad v_0-v_2=0 .$$

The second equation gives $v_2=v_0$, and the first then gives $v_1=-2v_0$. So $v=w_t$ with $t=v_0$, and conversely every $w_t$ satisfies both equations.

```lean
/-- A local potential keeps the first basis function an eigenvector with eigenvalue `e1`
exactly when it is a multiple of `(1,-2,1)`. -/
theorem invisible_iff (e1 e2 : ℝ) (v : Fin 3 → ℝ) :
    ham e1 e2 v *ᵥ ![1, 0] = e1 • ![1, 0] ↔ ∃ t, v = osc t := by
  constructor
  · intro h
    rw [ham, potMatrix_chi] at h
    have h0 : e1 + (v 0 + v 1 + v 2) / 3 = e1 := by
      simpa [Matrix.mulVec, dotProduct, Fin.sum_univ_two] using congrFun h 0
    have h1 : (√3)⁻¹ * (√2)⁻¹ * (v 0 - v 2) = 0 := by
      simpa [Matrix.mulVec, dotProduct, Fin.sum_univ_two] using congrFun h 1
    have hk : (√3)⁻¹ * (√2)⁻¹ ≠ (0 : ℝ) := by positivity
    have h2 := (mul_eq_zero.mp h1).resolve_left hk
    refine ⟨v 0, ?_⟩
    ext i
    fin_cases i <;> simp [osc] <;> linarith
  · rintro ⟨t, rfl⟩
    rw [ham_osc]
    ext i
    fin_cases i <;> simp [Matrix.mulVec, dotProduct, Fin.sum_univ_two]
```

The two components of the eigenvector equation become `h0` and `h1`, and the nonzero prefactor is divided out of the second. A nonzero constant potential is excluded because it would shift the eigenvalue. The statement concerns an eigenvector and not a ground state, so it places no restriction on $t$.

## Below the threshold the density changes

For $t<e_1-e_2$ the levels have crossed. The energy of a normalised vector, now written with $c_0$, is

$$E(c)=(e_2+t)+(e_1-e_2-t)\,c_0^2 ,$$

and the bracket is positive. A minimiser has $c_0=0$, so its orbital is $\pm\chi_1$, which vanishes at the middle point.

```lean
/-- For `t < e1 - e2` the ground-state density vanishes at the middle grid point. -/
theorem density_below_threshold {e1 e2 t : ℝ} (ht : t < e1 - e2) {c : Fin 2 → ℝ}
    (hc : IsGround e1 e2 (osc t) c) : density c 1 = 0 := by
  obtain ⟨hn, hmin⟩ := hc
  rw [norm_coeff] at hn
  -- compare with the second basis function
  have h : e1 * c 0 ^ 2 + (e2 + t) * c 1 ^ 2 ≤ e2 + t := by
    simpa [energy_osc] using hmin ![0, 1] (by simp)
  have h0 : c 0 = 0 := by
    by_contra hc
    have hp := mul_pos (show 0 < e1 - e2 - t by linarith) (pow_pos (abs_pos.mpr hc) 2)
    rw [sq_abs] at hp
    have he : (e2 + t) * (c 0 ^ 2 + c 1 ^ 2) = e2 + t := by rw [hn, mul_one]
    linarith
  simp [density, chi, Fin.sum_univ_two, h0]
```

The argument mirrors the earlier one, with `![0, 1]` as the trial vector. The density at $x=1$ is $1/3$ above the threshold and $0$ below it, so the range of $t$ in the main theorem cannot be extended downwards past $e_1-e_2$. At equality the two levels are degenerate, a case that neither theorem treats.

Take $e_1=-1$ and $e_2=1$ in any energy unit, so that the threshold is $t=-2$ and the gap without added potential is $2$.

| $t$ | added potential | $H(w_t)$ | ground-state density | gap |
|---|---|---|---|---|
| $-1.5$ | $(-1.5,\,3,\,-1.5)$ | $\mathrm{diag}(-1,\,-0.5)$ | $(1/3,1/3,1/3)$ | $0.5$ |
| $8$ | $(8,\,-16,\,8)$ | $\mathrm{diag}(-1,\,9)$ | $(1/3,1/3,1/3)$ | $10$ |
| $-3$ | $(-3,\,6,\,-3)$ | $\mathrm{diag}(-1,\,-2)$ | $(1/2,0,1/2)$ | $1$ |

The first two rows are the two calculations from the beginning. As a check on the first, the normalised trial vector $(0.6,0.8)$ has energy $-1\cdot0.36-0.5\cdot0.64=-0.68$, which lies above $-1$.

## Larger bases with fewer functions than grid points

Let $B$ contain $m$ real functions on $n$ points, with $m<n$, and choose one of them, $B_k$. A potential has vanishing matrix elements between $B_k$ and the whole basis if

$$\sum_x B_i(x)\,B_k(x)\,v(x)=0\qquad\text{for every } i .$$

These are $m$ homogeneous linear equations for the $n$ unknowns $v(x)$, so they have a nonzero solution.

```lean
/-- For any basis with fewer functions than grid points, some nonzero local potential has
vanishing matrix elements between a chosen basis function `k` and all basis functions. -/
theorem exists_invisible_potential {m n : ℕ} (hmn : m < n) (B : Fin m → Fin n → ℝ)
    (k : Fin m) : ∃ v : Fin n → ℝ, v ≠ 0 ∧ ∀ i, potMatrix B v i k = 0 := by
  -- the conditions are `m` linear equations for `n` unknowns
  let L := Matrix.mulVecLin (Matrix.of fun i x => B i x * B k x)
  have hL : LinearMap.ker L ≠ ⊥ := LinearMap.ker_ne_bot_of_finrank_lt (by simpa using hmn)
  obtain ⟨v, hv, hne⟩ := Submodule.exists_mem_ne_zero_of_ne_bot hL
  refine ⟨v, hne, fun i => ?_⟩
  have h : ∑ x, B i x * B k x * v x = 0 := congrFun (LinearMap.mem_ker.mp hv) i
  rw [← h]
  exact Finset.sum_congr rfl fun x _ => by ring

end

end FiniteBasisOEP
```

The map `L` sends a potential to the left-hand sides of the $m$ equations. Its kernel is nontrivial because its domain has the larger dimension, and any nonzero element of the kernel serves as $v$. The basis need be neither orthonormal nor linearly independent.

The theorem covers a single chosen function, whereas several occupied orbitals would impose more equations. It also does not say that any other level moves: the potential it supplies may have a zero matrix altogether, as it must when $m=1$. The freely adjustable virtual level is established only for the three-point example.

```lean
#print axioms FiniteBasisOEP.occupied_fixed_virtual_arbitrary
#print axioms FiniteBasisOEP.invisible_iff
#print axioms FiniteBasisOEP.density_below_threshold
#print axioms FiniteBasisOEP.exists_invisible_potential
```

```
'FiniteBasisOEP.occupied_fixed_virtual_arbitrary' depends on axioms: [propext, Classical.choice, Quot.sound]
'FiniteBasisOEP.invisible_iff' depends on axioms: [propext, Classical.choice, Quot.sound]
'FiniteBasisOEP.density_below_threshold' depends on axioms: [propext, Classical.choice, Quot.sound]
'FiniteBasisOEP.exists_invisible_potential' depends on axioms: [propext, Classical.choice, Quot.sound]
```
